# A Hermitian matrix is bounded above by its modulus

For finite complex matrices, the declaration states that if `A` is positive semidefinite, `W` is Hermitian and `A² = W²`, then `A - W` is positive semidefinite. Here `A` is the modulus |W|, so in physical terms the expectation value of a Hermitian observable on a finite-dimensional space never exceeds that of its modulus in the same state. The attempt argues by contradiction, taking a nonzero eigenvector `v` of `A - W` with eigenvalue μ < 0. From `A² = W²` it derives that `A` and `W` have opposite expectation values in `v`, so that of `A` would be μ/2 once `v` is normalised, which is impossible for a positive semidefinite matrix.

Lean 4 with Mathlib refuses this proof:

```lean
import Mathlib

open Matrix
open scoped Kronecker ComplexOrder

namespace ModulusSubPosSemidef

noncomputable section

variable {n ι : Type*} [Fintype n] [DecidableEq n] [Fintype ι]

/-- If `A` is positive semidefinite, `W` is Hermitian and `A² = W²`, then `A - W` is
positive semidefinite. -/
theorem modulus_sub_posSemidef {A W : Matrix n n ℂ} (hA : A.PosSemidef) (hW : W.IsHermitian)
    (h : A * A = W * W) : (A - W).PosSemidef := by
  have hD : (A - W).IsHermitian := hA.isHermitian.sub hW
  refine hD.posSemidef_iff_eigenvalues_nonneg.2 fun j => ?_
  by_contra hneg
  have hμ : hD.eigenvalues j < 0 := not_le.1 hneg
  obtain ⟨v, hv0, hv⟩ : ∃ v : n → ℂ, v ≠ 0 ∧
      (A - W) *ᵥ v = (hD.eigenvalues j : ℂ) • v := by
    refine ⟨(hD.eigenvectorBasis j).ofLp, fun h0 => ?_, ?_⟩
    · exact hD.eigenvectorBasis.orthonormal.ne_zero j (by ext i; exact congrFun h0 i)
    · rw [hD.mulVec_eigenvectorBasis j]
      ext i
      simp
  generalize hD.eigenvalues j = μ at hμ hv
  have hv' : star v ᵥ* (A - W) = (μ : ℂ) • star v := by
    have h0 := congrArg star hv
    rw [star_mulVec, hD.eq] at h0
    rw [h0]
    ext i
    simp
  have h1 : star v ⬝ᵥ A *ᵥ v - star v ⬝ᵥ W *ᵥ v = μ * (star v ⬝ᵥ v) := by
    rw [← dotProduct_sub, ← sub_mulVec, hv, dotProduct_smul, smul_eq_mul]
  have e1 : star v ⬝ᵥ ((A - W) * A) *ᵥ v = μ * (star v ⬝ᵥ A *ᵥ v) := by
    rw [← mulVec_mulVec, Matrix.dotProduct_mulVec, hv', smul_dotProduct, smul_eq_mul]
  have e2 : star v ⬝ᵥ (W * (A - W)) *ᵥ v = μ * (star v ⬝ᵥ W *ᵥ v) := by
    rw [← mulVec_mulVec, hv, mulVec_smul, dotProduct_smul, smul_eq_mul]
  have e3 : (A - W) * A + W * (A - W) = 0 := by
    have h0 : (A - W) * A + W * (A - W) = A * A - W * W := by noncomm_ring
    rw [h0, h, sub_self]
  -- A and W have opposite expectation values in the eigenvector v
  have h2 : star v ⬝ᵥ A *ᵥ v + star v ⬝ᵥ W *ᵥ v = 0 := by
    have h0 : (μ : ℂ) * (star v ⬝ᵥ A *ᵥ v + star v ⬝ᵥ W *ᵥ v) = 0 := by
      rw [mul_add, ← e1, ← e2, ← dotProduct_add, ← add_mulVec, e3, zero_mulVec, dotProduct_zero]
    exact (mul_eq_zero.1 h0).resolve_left (Complex.ofReal_ne_zero.2 hμ.ne)
  have h3 : star v ⬝ᵥ A *ᵥ v + star v ⬝ᵥ A *ᵥ v = μ * (star v ⬝ᵥ v) := by
    linear_combination h1 + h2
  have hn : 0 < v ⬝ᵥ star v := lt_of_le_of_ne (dotProduct_star_self_nonneg v)
    fun h0 => hv0 (dotProduct_star_self_eq_zero.1 h0.symm)
  rw [dotProduct_comm] at hn
  have hn' : 0 < (star v ⬝ᵥ v).re := (Complex.lt_def.1 hn).1
  have ha : 0 ≤ (star v ⬝ᵥ A *ᵥ v).re := (Complex.le_def.1 (hA.dotProduct_mulVec_nonneg v)).1
  have h4 := congrArg Complex.re h3
  rw [Complex.add_re, Complex.re_ofReal_mul] at h4
  linarith [mul_neg_of_neg_of_pos hμ hn']

end

end ModulusSubPosSemidef
```

The error:

```
Main.lean:50:46: error: Application type mismatch: The argument
  dotProduct_star_self_nonneg v
has type
  0 ≤ star v ⬝ᵥ v
but is expected to have type
  0 ≤ v ⬝ᵥ star v
in the application
  lt_of_le_of_ne (dotProduct_star_self_nonneg v)
Main.lean:51:50: error: Application type mismatch: The argument
  Eq.symm h0
has type
  v ⬝ᵥ star v = 0
but is expected to have type
  star v ⬝ᵥ v = 0
in the application
  dotProduct_star_self_eq_zero.mp (Eq.symm h0)
```

The repair, with which the file compiles:

```diff
@@ -48,7 +48,7 @@
   have h3 : star v ⬝ᵥ A *ᵥ v + star v ⬝ᵥ A *ᵥ v = μ * (star v ⬝ᵥ v) := by
     linear_combination h1 + h2
-  have hn : 0 < v ⬝ᵥ star v := lt_of_le_of_ne (dotProduct_star_self_nonneg v)
+  have hn : 0 < star v ⬝ᵥ v := lt_of_le_of_ne (dotProduct_star_self_nonneg v)
     fun h0 => hv0 (dotProduct_star_self_eq_zero.1 h0.symm)
-  rw [dotProduct_comm] at hn
+
   have hn' : 0 < (star v ⬝ᵥ v).re := (Complex.lt_def.1 hn).1
   have ha : 0 ≤ (star v ⬝ᵥ A *ᵥ v).re := (Complex.le_def.1 (hA.dotProduct_mulVec_nonneg v)).1
```

Both messages concern the order of the factors in the squared norm of `v`. The attempt states `hn` for `v ⬝ᵥ star v`, but `dotProduct_star_self_nonneg v` proves `0 ≤ star v ⬝ᵥ v`, and `dotProduct_star_self_eq_zero` likewise expects `star v ⬝ᵥ v = 0`, while `h0.symm` supplies `v ⬝ᵥ star v = 0`. The two products are equal by `dotProduct_comm`, but Lean does not apply that theorem by itself when it checks an argument's type.

The repair states `hn` as `0 < star v ⬝ᵥ v`, so both lemmas fit as they stand. Removing `rw [dotProduct_comm] at hn` is part of the cure: that line was there to bring `hn` to the order needed by `hn'`, and would now turn it the wrong way round. The blank line left in its place has no effect.
